# A nilpotent cluster operator is determined by its exponential wave operator

Let A be an associative algebra over the rational numbers ℚ, with unit 1 and a product that need not commute. An element X of A is nilpotent if Xⁿ = 0 for some natural number n. Its exponential is then a finite sum,

exp(X) = Σ_{i<n} Xⁱ / i!,

with i starting at 0. A cluster operator is here any nilpotent element of A, usually written S or T. Its wave operator is exp(S) or exp(T), and a Hamiltonian H is any element of A.

Nilpotency stands for the finite number of electrons. Each term of a coupled-cluster T lifts at least one electron from an occupied to a virtual orbital, so for N electrons T^(N+1) = 0.

```lean
import Mathlib

open Finset

namespace ClusterWaveOperator

variable {A : Type*} [Ring A] [Algebra ℚ A]
```

The `variable` line declares the algebra. `Ring A` supplies addition and an associative product, and `Algebra ℚ A` allows the division by i! in the exponential. Real and complex operator algebras qualify, because their scalars include the rationals. Neither a Hilbert space nor second quantisation enters, and the dimension may be infinite.

## Factoring exp(X) − 1

```lean
/-- For a nilpotent cluster operator `X`, the wave operator minus the identity is `X` times
an invertible element that commutes with `X`. -/
theorem exp_sub_one_eq_mul_unit {X : A} (hX : IsNilpotent X) :
    ∃ u : A, IsUnit u ∧ Commute X u ∧ IsNilpotent.exp X - 1 = X * u := by
  obtain ⟨n, hn⟩ := hX
  have hn2 : X ^ (n + 2) = 0 := by rw [pow_add, hn, zero_mul]
  -- `q` collects the terms of second and higher order, with `X ^ 2` taken out
  obtain ⟨q, hq⟩ : ∃ q : A, q = ∑ i ∈ range n, ((i + 1 + 1).factorial : ℚ)⁻¹ • X ^ i :=
    ⟨_, rfl⟩
  have hc : Commute X q := by
    rw [hq]
    exact Commute.sum_right _ _ _
      (fun i _ => ((Commute.refl X).pow_right i).smul_right _)
  have hXq : X * (X * q) =
      ∑ i ∈ range n, ((i + 1 + 1).factorial : ℚ)⁻¹ • X ^ (i + 1 + 1) := by
    simp only [hq, Finset.mul_sum, mul_smul_comm, pow_succ']
  have hexp : IsNilpotent.exp X = X * (X * q) + X + 1 := by
    rw [IsNilpotent.exp_eq_sum hn2, Finset.sum_range_succ', Finset.sum_range_succ', hXq]
    simp
  have hnil : IsNilpotent (X * q) := ⟨n, by rw [hc.mul_pow, hn, zero_mul]⟩
  refine ⟨1 + X * q, hnil.isUnit_one_add, ?_, ?_⟩
  · exact (Commute.one_right X).add_right ((Commute.refl X).mul_right hc)
  · rw [hexp, mul_add, mul_one]
    abel
```

In Lean a theorem has a name, its hypotheses, a colon, the claim, and after `:=` the proof. The hypothesis `hX` says that X is nilpotent. The claim is that some u exists which is invertible (`IsUnit u`), commutes with X (`Commute X u`) and satisfies

exp(X) − 1 = X u.

`IsNilpotent.exp` is Mathlib's name for the finite exponential.

By hand, take n with Xⁿ = 0. Then X^(n+2) = 0 as well, so the exponential may be summed over i < n + 2. Separate the terms of order zero and one, and take X² out of the rest:

q = Σ_{i<n} Xⁱ / (i+2)!

exp(X) = 1 + X + X² q = 1 + X (1 + X q).

Set u = 1 + X q. Since q is a polynomial in X, it commutes with X, and therefore

(X q)ⁿ = Xⁿ qⁿ = 0.

One plus a nilpotent element is invertible, its inverse being a finite geometric series, so u is a unit.

The proof follows this line. `hc` records that q commutes with X, `hexp` is the split exponential, and `hnil` is the nilpotency of X q. The `refine` line then offers 1 + X q as the required u.

## Vectors left unchanged by an exponential

```lean
/-- The exponential of a nilpotent linear map `D` leaves a vector unchanged exactly when
`D` annihilates that vector. -/
theorem exp_apply_eq_self_iff {V : Type*} [AddCommGroup V] [Module ℚ V]
    {D : Module.End ℚ V} (hD : IsNilpotent D) (v : V) :
    IsNilpotent.exp D v = v ↔ D v = 0 := by
  obtain ⟨u, hu, hc, he⟩ := exp_sub_one_eq_mul_unit hD
  have h : IsNilpotent.exp D v - v = u (D v) := by
    have h' := congrArg (fun f : Module.End ℚ V => f v) (he.trans hc.eq)
    simpa only [LinearMap.sub_apply, Module.End.one_apply, Module.End.mul_apply] using h'
  obtain ⟨w, rfl⟩ := hu
  rw [← sub_eq_zero, h]
  constructor
  · intro h0
    -- undo the invertible factor
    calc D v = ((↑w⁻¹ : Module.End ℚ V) * (↑w : Module.End ℚ V)) (D v) := by
          rw [Units.inv_mul, Module.End.one_apply]
      _ = 0 := by rw [Module.End.mul_apply, h0, map_zero]
  · intro h0
    rw [h0, map_zero]
```

`Module.End ℚ V` is the algebra of linear maps from a rational vector space V to itself, with composition as the product. For a nilpotent map D and a vector v, the theorem says

exp(D) v = v if and only if D v = 0.

The previous theorem holds in every algebra over ℚ, so it applies to linear maps. Because u commutes with D,

exp(D) v − v = D u v = u (D v).

If D v = 0, the right-hand side vanishes. Conversely, if exp(D) v = v, then u (D v) = 0, and applying u⁻¹ gives D v = 0. In Lean the displayed equation is `h`, and the `calc` block, which writes a chain of equalities, applies the inverse `w⁻¹`.

## Multiplication as a linear map

```lean
/-- Left multiplication by a nilpotent `S` is nilpotent, and its exponential is left
multiplication by the wave operator of `S`. -/
theorem exp_mulLeft {S : A} (hS : IsNilpotent S) :
    IsNilpotent (LinearMap.mulLeft ℚ S) ∧
      ∀ y : A, IsNilpotent.exp (LinearMap.mulLeft ℚ S) y = IsNilpotent.exp S * y := by
  obtain ⟨n, hn⟩ := hS
  have hL : LinearMap.mulLeft ℚ S ^ n = 0 :=
    LinearMap.ext fun y => by rw [LinearMap.pow_mulLeft]; simp [hn]
  refine ⟨⟨n, hL⟩, fun y => ?_⟩
  rw [IsNilpotent.exp_eq_sum hL, IsNilpotent.exp_eq_sum hn, LinearMap.sum_apply,
    Finset.sum_mul]
  refine Finset.sum_congr rfl fun i _ => ?_
  rw [LinearMap.smul_apply, LinearMap.pow_mulLeft, LinearMap.mulLeft_apply, smul_mul_assoc]
```

`LinearMap.mulLeft ℚ S` is the linear map L on A that sends y to S y. Applying it i times gives Lⁱ y = Sⁱ y. So L is nilpotent when S is, and

exp(L) y = Σ_{i<n} Sⁱ y / i! = exp(S) y.

The symbol `∧` joins the two claims. The proof writes both exponentials as sums with the same upper limit and compares them term by term, which is the job of `Finset.sum_congr`.

```lean
/-- Right multiplication by a nilpotent `T` is nilpotent, and its exponential is right
multiplication by the wave operator of `T`. -/
theorem exp_mulRight {T : A} (hT : IsNilpotent T) :
    IsNilpotent (LinearMap.mulRight ℚ T) ∧
      ∀ y : A, IsNilpotent.exp (LinearMap.mulRight ℚ T) y = y * IsNilpotent.exp T := by
  obtain ⟨n, hn⟩ := hT
  have hR : LinearMap.mulRight ℚ T ^ n = 0 :=
    LinearMap.ext fun y => by rw [LinearMap.pow_mulRight]; simp [hn]
  refine ⟨⟨n, hR⟩, fun y => ?_⟩
  rw [IsNilpotent.exp_eq_sum hR, IsNilpotent.exp_eq_sum hn, LinearMap.sum_apply,
    Finset.mul_sum]
  refine Finset.sum_congr rfl fun i _ => ?_
  rw [LinearMap.smul_apply, LinearMap.pow_mulRight, LinearMap.mulRight_apply, mul_smul_comm]
```

This is the mirror image. The map R sends y to y T, its powers are Rⁱ y = y Tⁱ, and therefore

exp(R) y = y exp(T).

## Intertwining without commuting cluster operators

```lean
/-- An operator `x` intertwines the wave operators of two nilpotent cluster operators
exactly when it intertwines the cluster operators themselves. -/
theorem exp_intertwines_iff {S T : A} (hS : IsNilpotent S) (hT : IsNilpotent T) (x : A) :
    IsNilpotent.exp S * x = x * IsNilpotent.exp T ↔ S * x = x * T := by
  obtain ⟨hL, hLexp⟩ := exp_mulLeft hS
  obtain ⟨hR, hRexp⟩ := exp_mulRight hT.neg
  -- left and right multiplications commute, whether or not `S` and `T` do
  have hc : Commute (LinearMap.mulLeft ℚ S) (LinearMap.mulRight ℚ (-T)) :=
    (commute_iff_eq _ _).mpr (LinearMap.ext fun y => by
      simp only [Module.End.mul_apply, LinearMap.mulLeft_apply, LinearMap.mulRight_apply,
        mul_assoc])
  have key := exp_apply_eq_self_iff (hc.isNilpotent_add hL hR) x
  rw [IsNilpotent.exp_add_of_commute hc hL hR, Module.End.mul_apply, hRexp, hLexp,
    LinearMap.add_apply, LinearMap.mulLeft_apply, LinearMap.mulRight_apply, mul_neg,
    ← sub_eq_add_neg, sub_eq_zero] at key
  rw [← key]
  have hFG := IsNilpotent.exp_mul_exp_neg_self hT
  have hGF := IsNilpotent.exp_neg_mul_exp_self hT
  constructor
  · intro h
    rw [← mul_assoc, h, mul_assoc, hFG, mul_one]
  · intro h
    calc IsNilpotent.exp S * x
        = IsNilpotent.exp S * (x * IsNilpotent.exp (-T)) * IsNilpotent.exp T := by
          rw [mul_assoc, mul_assoc, hGF, mul_one]
      _ = x * IsNilpotent.exp T := by rw [h]
```

For nilpotent S and T and any x in A,

exp(S) x = x exp(T) if and only if S x = x T.

There is no hypothesis that S and T commute. To derive the statement, let L be left multiplication by S and R right multiplication by −T. These two maps commute. Since exp(L + R) = exp(L) exp(R) for commuting nilpotent maps,

(L + R) x = S x − x T

exp(L + R) x = exp(S) x exp(−T).

The sum L + R is again nilpotent, so the result on unchanged vectors applies with D = L + R and v = x:

exp(S) x exp(−T) = x if and only if S x = x T.

Multiplying the left-hand equation from the right by exp(T) turns it into exp(S) x = x exp(T), and multiplying by exp(−T) leads back. This proves the theorem.

In the Lean proof, `hc` is the commutation of L and R. The statement `key` starts as the result on unchanged vectors, and the long `rw` line, which replaces expressions by equal ones, brings it to the last displayed equivalence. The facts `hFG` and `hGF` say that exp(T) and exp(−T) are inverse to each other, and the two bullets carry out the two multiplications.

### Why the two multiplications commute

The proof turns on the change from elements of A to linear maps on A. If S and T commuted, one could work in A itself: exp(S) = exp(T) would give exp(S − T) = 1, hence (S − T) u = 0 with u invertible, and S = T. For operators that do not commute, the product exp(S) exp(−T) is in general not exp(S − T), and the argument stops at its first step.

As linear maps, however, the two multiplications act on opposite sides of y:

L(R(y)) = S (y (−T)) = (S y) (−T) = R(L(y)).

This is the associative law and nothing more. In the code, `LinearMap.ext` reduces the equality of two maps to equality on every y, and `simp only` finishes with `mul_assoc`. Physicists know such maps as superoperators: the map that sends a density matrix ρ to Hρ − ρH is built in the same way.

## Equal wave operators, equal cluster operators

```lean
/-- Two nilpotent cluster operators have the same wave operator exactly when they are
equal; they are not assumed to commute. -/
theorem waveOperator_eq_iff {S T : A} (hS : IsNilpotent S) (hT : IsNilpotent T) :
    IsNilpotent.exp S = IsNilpotent.exp T ↔ S = T := by
  simpa only [mul_one, one_mul] using exp_intertwines_iff hS hT 1
```

For nilpotent S and T,

exp(S) = exp(T) if and only if S = T.

This is the intertwining theorem at x = 1, where exp(S) · 1 = 1 · exp(T) and S · 1 = 1 · T. The tactic `simpa` removes the factors of 1. For coupled-cluster theory with nilpotent cluster operators, it means that two different sets of amplitudes cannot hide behind one wave operator, provided that different amplitudes give different operators T.

### Reading amplitudes from a configuration-interaction vector

The same uniqueness is at work when cluster amplitudes are extracted from a configuration-interaction (CI) wave function. One divides the CI coefficients by that of the reference determinant, which must not be zero, and writes the wave operator as 1 + C₁ + C₂ + C₃ + …, where Cₖ creates k-fold excitations. The CI vector fixes every Cₖ, because an excitation operator is determined by its action on the reference determinant. Matching this wave operator with exp(T₁ + T₂ + T₃ + …) order by order gives

T₁ = C₁

T₂ = C₂ − C₁² / 2

T₃ = C₃ − C₁ C₂ + C₁³ / 3.

These formulas use the fact that excitation operators from one reference determinant commute, and they are quoted here from ordinary algebra, not taken from the Lean file. A program that performs the conversion can be checked by a round trip: choose amplitudes, exponentiate, extract, and compare. In exact arithmetic a correct program must return the original operator T, since no other nilpotent T has the same exponential. The amplitudes themselves must then agree too, provided that different amplitudes give different operators.

## When the similarity transformation does nothing

```lean
/-- The similarity-transformed Hamiltonian equals the original Hamiltonian exactly when
the Hamiltonian commutes with the nilpotent cluster operator. -/
theorem similarityTransform_eq_self_iff {T : A} (hT : IsNilpotent T) (H : A) :
    IsNilpotent.exp (-T) * H * IsNilpotent.exp T = H ↔ T * H = H * T := by
  rw [← exp_intertwines_iff hT hT H]
  have hFG := IsNilpotent.exp_mul_exp_neg_self hT
  have hGF := IsNilpotent.exp_neg_mul_exp_self hT
  constructor
  · intro h
    calc IsNilpotent.exp T * H
        = IsNilpotent.exp T * (IsNilpotent.exp (-T) * H * IsNilpotent.exp T) := by rw [h]
      _ = (IsNilpotent.exp T * IsNilpotent.exp (-T)) * (H * IsNilpotent.exp T) := by
          simp only [mul_assoc]
      _ = H * IsNilpotent.exp T := by rw [hFG, one_mul]
  · intro h
    rw [mul_assoc, ← h, ← mul_assoc, hGF, one_mul]
```

Coupled-cluster equations are usually written with the similarity-transformed Hamiltonian exp(−T) H exp(T). For nilpotent T and any H,

exp(−T) H exp(T) = H if and only if T H = H T.

One direction is familiar: if H commutes with T, it commutes with exp(T), and the two exponentials cancel. The other direction says more. The transformed Hamiltonian has the expansion

exp(−T) H exp(T) = H + [H, T] + [[H, T], T] / 2 + …,

and the theorem excludes the case in which the commutator terms cancel among themselves while [H, T] is not zero.

To derive it, multiply exp(−T) H exp(T) = H from the left by exp(T), which gives

H exp(T) = exp(T) H.

By the intertwining theorem with S = T and x = H, this is equivalent to T H = H T. Multiplying by exp(−T) reverses the first step. The opening `rw` in Lean applies the intertwining theorem, and the two bullets do the multiplications. H need not be Hermitian, and the theorem does not concern the energy or the solution of the amplitude equations.

## A two-level excitation

```lean
/-- The excitation operator of a two-level system with amplitude `t`. -/
def excitation (t : ℚ) : Matrix (Fin 2) (Fin 2) ℚ := !![0, 0; t, 0]
```

The notation `!![0, 0; t, 0]` lists a matrix row by row, and `Fin 2` numbers the levels 0 and 1. With |0⟩ as the reference and |1⟩ as the excited level, the matrix sends |0⟩ to t|1⟩ and |1⟩ to zero. The amplitude t is rational in this example.

```lean
/-- The two-level excitation operator is nilpotent, and its wave operator is the identity
plus the excitation. -/
theorem excitation_witness (t : ℚ) :
    IsNilpotent (excitation t) ∧ IsNilpotent.exp (excitation t) = !![1, 0; t, 1] := by
  have h2 : excitation t ^ 2 = 0 := by
    rw [pow_two]
    ext i j
    fin_cases i <;> fin_cases j <;> simp [excitation, Matrix.mul_apply, Fin.sum_univ_succ]
  refine ⟨⟨2, h2⟩, ?_⟩
  rw [IsNilpotent.exp_eq_sum h2, Finset.sum_range_succ, Finset.sum_range_one]
  ext i j
  fin_cases i <;> fin_cases j <;> simp [excitation]
```

Exciting twice is impossible, so the square of the matrix is zero and the exponential ends after its linear term:

exp(`excitation t`) = 1 + `excitation t`.

This is the matrix with rows (1, 0) and (t, 1). Lean checks the square and the final matrix entry by entry: `fin_cases` runs through the row and column indices, and `simp` evaluates each entry.

Acting on the reference, the wave operator gives |0⟩ + t|1⟩, which has overlap 1 with |0⟩ but is not normalised unless t = 0. The normalised state is

(|0⟩ + t|1⟩) / √(1 + t²),

so the excited level has the population t² / (1 + t²). The amplitude can be read directly from the lower left entry of the wave operator, in agreement with the uniqueness theorem.

## Losing uniqueness without nilpotency

```lean
/-- For the ordinary complex exponential, the nonzero number `2πi` has the same
exponential as zero. -/
theorem complex_exp_not_injective :
    Complex.exp (2 * Real.pi * Complex.I) = Complex.exp 0 ∧
      (2 * Real.pi * Complex.I : ℂ) ≠ 0 :=
  ⟨by rw [Complex.exp_two_pi_mul_I, Complex.exp_zero], Complex.two_pi_I_ne_zero⟩

end ClusterWaveOperator
```

`Complex.exp` is the ordinary exponential function on the complex numbers, given by an infinite series. The theorem states that

exp(2πi) = exp(0) and 2πi ≠ 0.

The complex numbers are an algebra over ℚ, and even a commutative one, yet the exponential does not determine its argument there. The number 2πi is not nilpotent, since no power of a nonzero complex number vanishes. What separates this case from the cluster operators above is therefore nilpotency and not commutation.

```lean
#print axioms ClusterWaveOperator.waveOperator_eq_iff
#print axioms ClusterWaveOperator.similarityTransform_eq_self_iff
#print axioms ClusterWaveOperator.complex_exp_not_injective
```

```
'ClusterWaveOperator.waveOperator_eq_iff' depends on axioms: [propext, Classical.choice, Quot.sound]
'ClusterWaveOperator.similarityTransform_eq_self_iff' depends on axioms: [propext, Classical.choice, Quot.sound]
'ClusterWaveOperator.complex_exp_not_injective' depends on axioms: [propext, Classical.choice, Quot.sound]
```
